# Thermal Wick recursion for a fermion operator that shifts the energy by a fixed amount

## Can a thermal average of many fermion operators be reduced to pair averages?

Non-interacting electrons occupy a finite set of levels at inverse temperature $b=1/(k_BT)$, and their number can fluctuate through exchange with a reservoir. To find a density correlation, I need the thermal average of four creation and annihilation operators, and higher correlations need six or more. The usual claim is that such an average splits into a sum of signed products of pair averages, and that the simplest pair average is the Fermi-Dirac occupation $1/(e^{be}+1)$ of a level whose energy $e$ is measured from the chemical potential. (As the base of a power, $e$ is Euler's number; everywhere else it is the energy.)

I would like to see which properties of the operators and the Hamiltonian are enough for this, with every step written out and the argument checked in Lean. Can it be done with plain matrices?

## Taking one operator once around the trace

Yes. Let $H$ be a complex matrix, $\rho=e^{-bH}$ and $Z=\operatorname{tr}\rho$, with $b$ real. Take an operator $f$ and a string $P=A_0A_1\cdots A_{L-1}$ with $L$ odd, and assume
$$[H,f]=-e f,\qquad fA_j+A_jf=c_j\mathbf 1,$$
where $e$ is real and the $c_j$ are complex numbers. Write $P_j$ for the string without $A_j$; an empty string is $\mathbf 1$.

**Passing the Boltzmann operator.** Put $K=-bH$ and $s=-be$. The first assumption gives $fK=Kf+sf$. Define $F(t)=e^{-ts}e^{-tK}fe^{tK}$. Then
$$F'(t)=e^{-ts}e^{-tK}(fK-Kf-sf)e^{tK}=0,$$
so $F(1)=F(0)=f$. Hence $e^{-K}fe^{K}=e^{s}f$, which is
$$f\rho=e^{-be}\rho f.$$

**Passing the string.** Since $fA_0=c_0\mathbf 1-A_0f$, each step to the right leaves a scalar and changes the sign. After all $L$ steps,
$$fP=\sum_{j=0}^{L-1}(-1)^jc_jP_j+(-1)^LPf.$$

**Closing the circle.** Cyclicity gives $\operatorname{tr}(\rho Pf)=\operatorname{tr}(f\rho P)=e^{-be}\operatorname{tr}(\rho fP)$. As $L$ is odd, the last term of the expansion is $-Pf$, and therefore
$$(1+e^{-be})\operatorname{tr}(\rho fP)=\sum_{j=0}^{L-1}(-1)^jc_j\operatorname{tr}(\rho P_j).$$

**From scalars to pair averages.** The smallest case, $L=1$, reads $(1+e^{-be})\operatorname{tr}(\rho fA_j)=c_jZ$. Multiply the recursion by $Z$, replace each $c_jZ$, and cancel the positive factor $1+e^{-be}$:
$$Z\operatorname{tr}(\rho fP)=\sum_{j=0}^{L-1}(-1)^j\operatorname{tr}(\rho fA_j)\operatorname{tr}(\rho P_j).$$
When $Z\neq0$, dividing by $Z^2$ gives $\langle fP\rangle=\sum_j(-1)^j\langle fA_j\rangle\langle P_j\rangle$.

**The occupation.** For $f=a$ and $A_0=a^\dagger$ with $aa^\dagger+a^\dagger a=\mathbf 1$, the case $L=1$ gives $\langle aa^\dagger\rangle=1/(1+e^{-be})$. Thus
$$\langle a^\dagger a\rangle=1-\frac1{1+e^{-be}}=\frac1{e^{be}+1}.$$

## Four operators on one level with $e^{be}=3$

In the basis (empty, occupied), $\rho=\operatorname{diag}(1,\tfrac13)$ and $Z=\tfrac43$. The occupation is $\tfrac13/\tfrac43=\tfrac14=1/(3+1)$.

Now take $f=a$ and the string $a^\dagger,a,a^\dagger$, so that $c_0=1$, $c_1=0$, $c_2=1$. Because $aa^\dagger aa^\dagger=aa^\dagger=\operatorname{diag}(1,0)$, the left side of the recursion is $\tfrac43\cdot1$. The right side is $\operatorname{tr}(\rho aa^\dagger)+\operatorname{tr}(\rho a^\dagger a)=1+\tfrac13$. In normalised form, $\tfrac34=\tfrac34\cdot\tfrac34+\tfrac34\cdot\tfrac14$.

## What the Lean theorems say about the electrons

Operators are matrices of type `Matrix n n ℂ`, where the finite type `n` labels the many-body basis states. `boltzmann b H` is the unnormalised $\rho$, and `thermalAvg b H X` is $\operatorname{tr}(\rho X)/Z$. The string is a list `A`, with product `A.prod`; `A.eraseIdx j` removes the operator at position $j$, counted from zero as above. Only the values `c j` below the length of the list matter.

- `thermal_recursion` is the formula with the scalars $c_j$.
- `thermal_wick` is the formula with pair traces, multiplied through by $Z$. Neither theorem needs $H$ to be Hermitian, and neither restricts the anticommutators of the $A_j$ among themselves.
- `fermi_dirac` gives the normalised occupation for Hermitian $H$ on a nonzero space. It assumes $aa^\dagger+a^\dagger a=\mathbf 1$ but not $a^2=0$, which an ordinary fermionic mode also satisfies.
- `mode_witness` shows that a single level with $H=\operatorname{diag}(0,e)$ satisfies the assumptions.

In `thermal_recursion` and `thermal_wick`, the hypothesis `hH` says that $f$ removes the same energy $e$ whatever the other particles do. This holds for an annihilation operator of a normal mode when $H=\sum_k e_ka_k^\dagger a_k$; a creation operator has the opposite sign of $e$. With $H-\mu N$ in place of $H$, where $N$ is the particle-number operator, the energy $e$ is measured from the chemical potential $\mu$. Interactions generally break this condition. The hypothesis `hc` holds for creation and annihilation operators and their linear combinations.

`thermal_wick` contracts one operator, the leftmost. The familiar sum over complete pairings comes from repeating the step, which requires the leading operator of each remaining string to meet the same conditions. For a non-interacting reference Hamiltonian with finitely many modes, this kind of factorisation turns grand-canonical two-body averages into signed sums of products of one-body averages, as in finite-temperature mean-field theory.

```lean
import Mathlib

open Matrix Finset
open scoped ComplexOrder

namespace ThermalWick

noncomputable section

variable {n : Type*} [Fintype n] [DecidableEq n]

/-- The unnormalised Boltzmann operator `exp (-b H)` at inverse temperature `b`. -/
def boltzmann (b : ℝ) (H : Matrix n n ℂ) : Matrix n n ℂ :=
  NormedSpace.exp ((-(b : ℂ)) • H)

/-- The thermal average `tr (ρ X) / tr ρ` with `ρ = exp (-b H)`. It is meaningful where `tr ρ ≠ 0`;
otherwise Lean's division gives 0. -/
def thermalAvg (b : ℝ) (H X : Matrix n n ℂ) : ℂ :=
  trace (boltzmann b H * X) / trace (boltzmann b H)

open scoped Matrix.Norms.Operator in
/-- If commuting `f` past `K` costs `s f`, then commuting `f` past `exp K` costs the
factor `exp s`. -/
theorem mul_exp_of_shift (K f : Matrix n n ℂ) (s : ℂ) (h : f * K = K * f + s • f) :
    f * NormedSpace.exp K = Complex.exp s • (NormedSpace.exp K * f) := by
  have key : ∀ (c : ℂ) (P Q : Matrix n n ℂ),
      c • (P * -K * f * Q + P * f * (K * Q)) + (c * -s) • (P * f * Q) = 0 := by
    intro c P Q
    have e1 : P * -K * f * Q + P * f * (K * Q) = P * (f * K - K * f) * Q := by
      noncomm_ring
    rw [e1, h, add_sub_cancel_left, mul_smul_comm, smul_mul_assoc, smul_smul, ← add_smul,
      show c * s + c * -s = 0 by ring, zero_smul]
  -- the rescaled evolution of `f` does not depend on `t`
  have hd : ∀ t : ℂ, HasDerivAt (fun t : ℂ => Complex.exp (t * -s) •
      (NormedSpace.exp (t • -K) * f * NormedSpace.exp (t • K))) 0 t := by
    intro t
    have h0 : HasDerivAt (fun t : ℂ => Complex.exp (t * -s))
        (Complex.exp (t * -s) * -s) t := (hasDerivAt_mul_const (-s)).cexp
    have h1 := (hasDerivAt_exp_smul_const (-K) t).mul_const f
    have h2 := hasDerivAt_exp_smul_const' K t
    have h3 := h0.smul (h1.mul h2)
    exact h3.congr_deriv
      (key (Complex.exp (t * -s)) (NormedSpace.exp (t • -K)) (NormedSpace.exp (t • K)))
  have hc := is_const_of_deriv_eq_zero (fun t => (hd t).differentiableAt)
    (fun t => (hd t).deriv) 1 0
  simp only [one_smul, zero_smul, one_mul, zero_mul, NormedSpace.exp_zero, mul_one,
    Complex.exp_zero] at hc
  have h1 : NormedSpace.exp (-K) * f * NormedSpace.exp K = Complex.exp s • f := by
    rw [← hc, smul_smul, ← Complex.exp_add, add_neg_cancel, Complex.exp_zero, one_smul, hc]
  have hK : NormedSpace.exp K * NormedSpace.exp (-K) = 1 := by
    rw [← Matrix.exp_add_of_commute K (-K) (Commute.neg_right (Commute.refl K)),
      add_neg_cancel, NormedSpace.exp_zero]
  calc f * NormedSpace.exp K
      = NormedSpace.exp K * NormedSpace.exp (-K) * (f * NormedSpace.exp K) := by
        rw [hK, one_mul]
    _ = NormedSpace.exp K * (NormedSpace.exp (-K) * f * NormedSpace.exp K) := by
        simp only [mul_assoc]
    _ = Complex.exp s • (NormedSpace.exp K * f) := by rw [h1, mul_smul_comm]

/-- An operator `f` that lowers the energy by `e` passes through the Boltzmann operator
at the price of a factor `exp (-b e)`. -/
theorem mul_boltzmann (H f : Matrix n n ℂ) (b e : ℝ)
    (hH : H * f - f * H = (-(e : ℂ)) • f) :
    f * boltzmann b H = (Real.exp (-(b * e)) : ℂ) • (boltzmann b H * f) := by
  have h : f * H = H * f + (e : ℂ) • f := by
    linear_combination (norm := module) -hH
  have h' := mul_exp_of_shift ((-(b : ℂ)) • H) f (-(b * e : ℂ)) (by
    rw [mul_smul_comm, smul_mul_assoc, h]
    module)
  rw [boltzmann, h']
  push_cast
  rfl

/-- Moving `f` through a string of operators whose anticommutators with `f` are the scalars `c j`
gives one signed contraction per operator, plus `(-1) ^ A.length` times the string with `f` at its
right end. -/
theorem pull_through (f : Matrix n n ℂ) (A : List (Matrix n n ℂ)) (c : ℕ → ℂ)
    (hc : ∀ (j : ℕ) (hj : j < A.length), f * A[j] + A[j] * f = c j • 1) :
    f * A.prod = ∑ j ∈ range A.length, ((-1) ^ j * c j) • (A.eraseIdx j).prod
      + (-1 : ℂ) ^ A.length • (A.prod * f) := by
  induction A generalizing c with
  | nil => simp
  | cons B A ih =>
    have h0 : f * B + B * f = c 0 • 1 := hc 0 (Nat.succ_pos _)
    have h1 := ih (fun j => c (j + 1)) (fun j hj => hc (j + 1) (Nat.succ_lt_succ hj))
    beta_reduce at h1
    have h2 : ∑ j ∈ range A.length,
        ((-1) ^ j * -1 * c (j + 1)) • (B * (A.eraseIdx j).prod)
        = -(B * ∑ j ∈ range A.length, ((-1) ^ j * c (j + 1)) • (A.eraseIdx j).prod) := by
      rw [Finset.mul_sum, ← Finset.sum_neg_distrib]
      refine Finset.sum_congr rfl fun j _ => ?_
      rw [mul_smul_comm, ← neg_smul]
      congr 1
      ring
    rw [List.length_cons, Finset.sum_range_succ']
    simp only [List.eraseIdx_cons_succ, List.eraseIdx_cons_zero, List.prod_cons, pow_zero,
      one_mul, pow_succ]
    -- anticommute `f` with the first operator, then use the shorter string
    have h3 : f * (B * A.prod) = (f * B + B * f) * A.prod - B * (f * A.prod) := by
      noncomm_ring
    rw [h2, h3, h0, h1, smul_mul_assoc, one_mul, mul_add, mul_smul_comm,
      ← mul_assoc B A.prod f]
    module

/-- Thermal Wick recursion: if `f` lowers the energy by `e` and has scalar anticommutators
`c j` with an odd number of operators, the thermal trace of `f` times their product reduces
to signed traces with `f` and one operator removed. -/
theorem thermal_recursion (H f : Matrix n n ℂ) (b e : ℝ)
    (hH : H * f - f * H = (-(e : ℂ)) • f) (A : List (Matrix n n ℂ)) (c : ℕ → ℂ)
    (hc : ∀ (j : ℕ) (hj : j < A.length), f * A[j] + A[j] * f = c j • 1)
    (hodd : Odd A.length) :
    (1 + (Real.exp (-(b * e)) : ℂ)) * trace (boltzmann b H * (f * A.prod))
      = ∑ j ∈ range A.length,
          (-1) ^ j * c j * trace (boltzmann b H * (A.eraseIdx j).prod) := by
  have h1 := pull_through f A c hc
  rw [hodd.neg_one_pow] at h1
  -- cyclicity brings `f` back to the front, past the Boltzmann operator
  have h2 : trace (boltzmann b H * (A.prod * f))
      = (Real.exp (-(b * e)) : ℂ) * trace (boltzmann b H * (f * A.prod)) := by
    rw [← mul_assoc, Matrix.trace_mul_comm, ← mul_assoc, mul_boltzmann H f b e hH,
      smul_mul_assoc, Matrix.trace_smul, smul_eq_mul, mul_assoc]
  have h3 : trace (boltzmann b H * (f * A.prod))
      = ∑ j ∈ range A.length,
          (-1) ^ j * c j * trace (boltzmann b H * (A.eraseIdx j).prod)
        - trace (boltzmann b H * (A.prod * f)) := by
    rw [h1, mul_add, Matrix.trace_add, Finset.mul_sum, Matrix.trace_sum]
    simp only [mul_smul_comm, Matrix.trace_smul, smul_eq_mul]
    ring
  linear_combination h3 - h2

/-- The thermal two-point trace of `f`, which lowers the energy by `e`, and an operator `g`
is fixed by their scalar anticommutator `c`. -/
theorem two_point (H f g : Matrix n n ℂ) (b e : ℝ) (c : ℂ)
    (hH : H * f - f * H = (-(e : ℂ)) • f) (hc : f * g + g * f = c • 1) :
    (1 + (Real.exp (-(b * e)) : ℂ)) * trace (boltzmann b H * (f * g))
      = c * trace (boltzmann b H) := by
  have h := thermal_recursion H f b e hH [g] (fun _ => c) (by
    intro j hj
    have hj0 : j = 0 := by
      simp only [List.length_singleton] at hj
      omega
    subst hj0
    exact hc) (by simp)
  simpa using h

/-- One contraction step of the thermal Wick theorem, multiplied through by the partition function:
for `f` lowering the energy by `e`, with scalar anticommutators with an odd number of operators, the
partition function times the trace of `f` times their product is a signed sum over these operators.
Each term is the pair trace of `f` with one operator times the trace of the others. -/
theorem thermal_wick (H f : Matrix n n ℂ) (b e : ℝ)
    (hH : H * f - f * H = (-(e : ℂ)) • f) (A : List (Matrix n n ℂ)) (c : ℕ → ℂ)
    (hc : ∀ (j : ℕ) (hj : j < A.length), f * A[j] + A[j] * f = c j • 1)
    (hodd : Odd A.length) :
    trace (boltzmann b H) * trace (boltzmann b H * (f * A.prod))
      = ∑ j : Fin A.length, (-1) ^ (j : ℕ) * trace (boltzmann b H * (f * A.get j))
          * trace (boltzmann b H * (A.eraseIdx j).prod) := by
  have hx : (1 + (Real.exp (-(b * e)) : ℂ)) ≠ 0 := by
    have : (1 + Real.exp (-(b * e))) ≠ 0 := by positivity
    exact_mod_cast this
  apply mul_left_cancel₀ hx
  rw [mul_left_comm, thermal_recursion H f b e hH A c hc hodd, Finset.sum_range,
    Finset.mul_sum, Finset.mul_sum]
  refine Finset.sum_congr rfl fun j _ => ?_
  -- each contraction is a two-point trace
  have h2 := two_point H f (A.get j) b e (c j) hH (hc j j.2)
  linear_combination
    (-((-1) ^ (j : ℕ) * trace (boltzmann b H * (A.eraseIdx j).prod))) * h2

/-- The partition function of a Hermitian Hamiltonian on a nonzero space does not vanish. -/
theorem partition_ne_zero [Nonempty n] (H : Matrix n n ℂ) (hH : H.IsHermitian) (b : ℝ) :
    trace (boltzmann b H) ≠ 0 := by
  have hS : (boltzmann (b / 2) H)ᴴ = boltzmann (b / 2) H := by
    have hK : ((-((b / 2 : ℝ) : ℂ)) • H).IsHermitian := by
      rw [Matrix.IsHermitian, Matrix.conjTranspose_smul, hH.eq, star_neg]
      congr 2
      exact Complex.conj_ofReal _
    exact hK.exp
  -- `exp (-b H)` is the square of the Hermitian matrix `exp (-b H / 2)`
  have hsq : boltzmann b H = (boltzmann (b / 2) H)ᴴ * boltzmann (b / 2) H := by
    rw [hS]
    unfold boltzmann
    rw [← Matrix.exp_add_of_commute _ _ (Commute.refl _), ← add_smul]
    congr 2
    push_cast
    ring
  rw [hsq]
  intro h0
  have hz := Matrix.trace_conjTranspose_mul_self_eq_zero_iff.mp h0
  have hu : IsUnit (boltzmann (b / 2) H) := Matrix.isUnit_exp _
  exact hu.ne_zero hz

/-- Fermi-Dirac distribution: for a Hermitian Hamiltonian on a nonzero space, a mode `a` with
`a a† + a† a = 1` that lowers the energy by `e` has mean occupation `1 / (exp (b e) + 1)`. -/
theorem fermi_dirac [Nonempty n] (H a : Matrix n n ℂ) (b e : ℝ) (hherm : H.IsHermitian)
    (hH : H * a - a * H = (-(e : ℂ)) • a) (hcar : a * aᴴ + aᴴ * a = 1) :
    thermalAvg b H (aᴴ * a) = 1 / ((Real.exp (b * e) : ℂ) + 1) := by
  have hZ := partition_ne_zero H hherm b
  have hy : (Real.exp (b * e) : ℂ) + 1 ≠ 0 := by
    have : Real.exp (b * e) + 1 ≠ 0 := by positivity
    exact_mod_cast this
  have h := two_point H a aᴴ b e 1 hH (by rw [hcar, one_smul])
  have hs : trace (boltzmann b H * (a * aᴴ)) + trace (boltzmann b H * (aᴴ * a))
      = trace (boltzmann b H) := by
    rw [← Matrix.trace_add, ← mul_add, hcar, mul_one]
  have hE : (Real.exp (b * e) : ℂ) * (Real.exp (-(b * e)) : ℂ) = 1 := by
    rw [← Complex.ofReal_mul, ← Real.exp_add, add_neg_cancel, Real.exp_zero,
      Complex.ofReal_one]
  rw [thermalAvg, div_eq_div_iff hZ hy]
  linear_combination
    (Real.exp (b * e) : ℂ) * (1 + (Real.exp (-(b * e)) : ℂ)) * hs
      - (Real.exp (b * e) : ℂ) * h
      - (trace (boltzmann b H * (aᴴ * a)) - trace (boltzmann b H)) * hE

/-- The annihilation operator of a single fermionic mode, in the basis (empty, occupied). -/
def mode : Matrix (Fin 2) (Fin 2) ℂ := !![0, 1; 0, 0]

/-- The Hamiltonian of a single mode whose occupied state has energy `e`. -/
def modeH (e : ℝ) : Matrix (Fin 2) (Fin 2) ℂ := !![0, 0; 0, (e : ℂ)]

/-- The single mode has a Hermitian Hamiltonian, lowers the energy by `e`, and obeys the
canonical anticommutation relations. -/
theorem mode_witness (e : ℝ) :
    (modeH e).IsHermitian ∧ modeH e * mode - mode * modeH e = (-(e : ℂ)) • mode ∧
      mode * modeᴴ + modeᴴ * mode = 1 ∧ mode * mode + mode * mode = (0 : ℂ) • 1 := by
  have hm : modeᴴ = !![0, 0; 1, 0] := by
    ext i j
    fin_cases i <;> fin_cases j <;> simp [mode, Matrix.conjTranspose_apply]
  rw [hm]
  refine ⟨?_, ?_, ?_, ?_⟩
  · ext i j
    fin_cases i <;> fin_cases j <;> simp [modeH]
  all_goals
    ext i j
    fin_cases i <;> fin_cases j <;>
      simp [modeH, mode]

end

end ThermalWick
```

```lean
#print axioms ThermalWick.thermal_recursion
#print axioms ThermalWick.thermal_wick
#print axioms ThermalWick.fermi_dirac
```

```
'ThermalWick.thermal_recursion' depends on axioms: [propext, Classical.choice, Quot.sound]
'ThermalWick.thermal_wick' depends on axioms: [propext, Classical.choice, Quot.sound]
'ThermalWick.fermi_dirac' depends on axioms: [propext, Classical.choice, Quot.sound]
```

## From the constant $F(t)$ to the Fermi-Dirac occupation

`mul_exp_of_shift` carries out the differentiation. Its step `hd` shows that $F$ has derivative zero, using the algebraic identity `key`, and `is_const_of_deriv_eq_zero` then compares $t=1$ with $t=0$. Multiplying by $e^{K}$ from the left gives the exchange rule, which `mul_boltzmann` specialises to $K=-bH$ and $s=-be$.

`pull_through` is an induction on the list. For a string that starts with `B`, it writes $fB=c_0\mathbf 1-Bf$ and applies the induction hypothesis to the rest, with the scalars shifted by one position. The minus sign in front of $B$ supplies the alternating signs.

In `thermal_recursion`, `h2` is the cyclicity step and `h3` is the trace of the expanded string. Their combination collects the two copies of $\operatorname{tr}(\rho fP)$ on the left. `two_point` applies this to the one-element list `[g]`, and `thermal_wick` inserts the result into each term after showing that $1+e^{-be}$ is nonzero.

To divide by $Z$, `partition_ne_zero` sets $S=e^{-bH/2}$. For Hermitian $H$ this matrix is Hermitian, so $\rho=S^\dagger S$. If $\operatorname{tr}(S^\dagger S)$ were zero, $S$ would be zero, but an exponential is invertible and the space is nonzero.

Finally, `fermi_dirac` combines `two_point` for $a$ and $a^\dagger$ with `hs`, the statement that the traces of $\rho aa^\dagger$ and $\rho a^\dagger a$ add up to $Z$. The identity `hE`, $e^{be}e^{-be}=1$, brings the quotient into its usual form.
